# McWeeny purification of a Hermitian matrix converges to a projector if $\|D^2-D\|<1/4$ in operator norm

Q: I extrapolate a one-electron density matrix $D$ from earlier geometries, in an orthonormal basis. The result is Hermitian, but some of its eigenvalues, the spin-orbital occupations, are 0.96 or 0.03, where a single determinant needs 1 or 0. I repair it by replacing $D$ with $f(D)=3D^2-2D^3$ a few times. What tells me that this settles on a projector?

A: Follow the idempotency error $E=D^2-D$. Everything here is a polynomial in $D$, so all factors commute. Put $S=1-2D$. Then $S^2=1-4D+4D^2=1+4E$, and expanding gives

$$f(D)-D=-D+3D^2-2D^3=(1-2D)(D^2-D)=SE.$$

Now insert $f(D)=D+SE$ into the new error:

$$\begin{aligned}
f(D)^2-f(D)&=E+(2D-1)SE+S^2E^2\\
&=E-(1+4E)E+(1+4E)E^2\\
&=4E^3-3E^2=E^2(4E-3).
\end{aligned}$$

The old error enters squared. With $e=\|E\|$ and a norm satisfying $\|XY\|\le\|X\|\,\|Y\|$, the new error $e'$ obeys $e'\le e^2(3+4e)$. If $e\le 1/4$, the bracket is at most 4, so $4e'\le(4e)^2$. Write $D_n$ for the matrix after $n$ steps, $e_n$ for the norm of its error $E_n$, and $q=4e_0$. Repeating the estimate gives $4e_n\le q^{2^n}$.

Q: So the error vanishes when $q<1$, and the matrices converge.

A: The second half doesn't follow yet, and this is where the derivation is easily cut short. A vanishing error says that $D_n$ approaches the set of projectors. That set contains continuous families, such as the projectors onto a rotating orbital, and a vanishing error alone does not stop a sequence from drifting along one of them for ever. It is enough to show that the steps are summable.

The step is $D_{n+1}-D_n=S_nE_n$ with $S_n=1-2D_n$, so we look for a bound on $S_n$. From $f(D)=D+SE$,

$$S_{n+1}=S_n-2S_nE_n=S_n(1-2E_n),\qquad \|S_{n+1}\|\le\|S_n\|(1+2e_n).$$

Since $2^n\ge n$ and $0\le q<1$, we have $e_n\le q^n/4$, hence $1+2e_n\le\exp(q^n/2)$. Multiplying these factors and summing the geometric series in the exponent,

$$\|S_n\|\le\|S_0\|\exp\bigl(c(1-q^n)\bigr),\qquad c=\frac{1}{2(1-q)}.$$

Therefore $\|D_{n+1}-D_n\|\le\tfrac14\|S_0\|\exp(c)\,q^n$. The sequence is Cauchy and, in a complete space, has a limit $P$. Taking limits in $D_n^2-D_n\to0$ gives $P^2=P$. If $B$ commutes with $D$, it commutes with every $D_n$, and so with $P$. If $D$ is Hermitian, so is every $D_n$, because $f$ has real coefficients, and so is $P$.

Q: I follow that. But the formal version begins with a ring. Where is my density matrix?

A: It is the ring element `D`. The definition uses only addition, subtraction and multiplication.

In Lean 4 with Mathlib:

```lean
import Mathlib

open Filter Topology

namespace McWeenyPurification

noncomputable section

/-- One McWeeny purification step, `D ↦ 3 D² - 2 D³`, for a density matrix in an
orthonormal basis. -/
def purify {R : Type*} [Ring R] (D : R) : R := 3 * D ^ 2 - 2 * D ^ 3
```

Reading `D` as a density matrix fixes two conventions. The basis is orthonormal, so idempotency is $D^2=D$ with no overlap matrix. Occupations are counted per spin orbital, so a closed-shell matrix with occupations near 2 must be halved first.

Q: And the error identity really holds for matrices, not just for numbers?

A: It holds in any ring, commutative or not. The last factor, $4D^2-4D-3$, is our $4E-3$.

```lean
/-- The idempotency error after one purification step contains the square of the
error before it as a factor. -/
theorem purify_error {R : Type*} [Ring R] (D : R) :
    purify D ^ 2 - purify D = (D ^ 2 - D) ^ 2 * (4 * D ^ 2 - 4 * D - 3) := by
  unfold purify
  noncomm_ring
```

After `unfold purify` puts in the polynomial, `noncomm_ring` expands both sides without assuming that multiplication commutes. Only powers of one element occur, so the terms match. The formulas for the step and for $S$ are checked in the same way.

```lean
/-- The change of `D` in one purification step is its idempotency error multiplied by `1 - 2 D`. -/
theorem purify_sub_self {R : Type*} [Ring R] (D : R) :
    purify D - D = (1 - 2 * D) * (D ^ 2 - D) := by
  unfold purify
  noncomm_ring

/-- One step multiplies `1 - 2 D` by a factor that differs from one by twice the
idempotency error. -/
theorem one_sub_two_purify {R : Type*} [Ring R] (D : R) :
    1 - 2 * purify D = (1 - 2 * D) * (1 - 2 * (D ^ 2 - D)) := by
  unfold purify
  noncomm_ring
```

Q: Which norm do you use? I could measure the error by its largest matrix element.

A: That norm is not submultiplicative in general, and the estimate relies on submultiplicativity. `NormedRing` supplies it.

```lean
/-- If the idempotency error has norm `e`, then after one purification step its norm
is at most `e² (3 + 4 e)`. -/
theorem norm_error_le {A : Type*} [NormedRing A] (D : A) :
    ‖purify D ^ 2 - purify D‖ ≤ ‖D ^ 2 - D‖ ^ 2 * (3 + 4 * ‖D ^ 2 - D‖) := by
  obtain ⟨E, hE⟩ : ∃ E, E = D ^ 2 - D := ⟨_, rfl⟩
  have key : purify D ^ 2 - purify D = (4 : ℕ) • (E * E * E) - (3 : ℕ) • (E * E) := by
    rw [purify_error, hE]
    noncomm_ring
  rw [key, ← hE]
  have h2 : ‖E * E‖ ≤ ‖E‖ * ‖E‖ := norm_mul_le _ _
  have h3 : ‖E * E * E‖ ≤ ‖E‖ * ‖E‖ * ‖E‖ :=
    (norm_mul_le _ _).trans (mul_le_mul_of_nonneg_right h2 (norm_nonneg _))
  have h4 : ‖(4 : ℕ) • (E * E * E)‖ ≤ 4 * ‖E * E * E‖ := by
    exact_mod_cast norm_nsmul_le (n := 4) (a := E * E * E)
  have h5 : ‖(3 : ℕ) • (E * E)‖ ≤ 3 * ‖E * E‖ := by
    exact_mod_cast norm_nsmul_le (n := 3) (a := E * E)
  have h6 := norm_sub_le ((4 : ℕ) • (E * E * E)) ((3 : ℕ) • (E * E))
  nlinarith
```

The proof names the error `E`, rewrites the new error as $4E^3-3E^2$, and bounds the two terms separately by the triangle inequality. The coefficients appear as repeated addition, `(4 : ℕ) •`, because a normed ring need not have $\|1\|=1$, and the ring element 4 could then have norm larger than 4. The final `nlinarith` combines the bounds into $e^2(3+4e)$.

Q: Then the quadratic convergence is an induction?

A: Yes. The expression `purify^[n] D` is $D_n$, the result of applying the map $n$ times.

```lean
/-- If the norm of the initial idempotency error is at most `1/4`, then four times the norm of the
error after `n` steps is at most the `2ⁿ`-th power of four times the initial norm. -/
theorem norm_error_iterate_le {A : Type*} [NormedRing A] (D : A)
    (h : ‖D ^ 2 - D‖ ≤ 1 / 4) (n : ℕ) :
    4 * ‖(purify^[n] D) ^ 2 - purify^[n] D‖ ≤ (4 * ‖D ^ 2 - D‖) ^ (2 ^ n) := by
  induction n with
  | zero => simp
  | succ n ih =>
    rw [Function.iterate_succ_apply', pow_succ 2 n, pow_mul]
    have h1 : (4 * ‖D ^ 2 - D‖) ^ (2 ^ n) ≤ 1 :=
      pow_le_one₀ (by positivity) (by linarith)
    have hs := norm_error_le (purify^[n] D)
    have he := norm_nonneg ((purify^[n] D) ^ 2 - purify^[n] D)
    generalize ‖(purify^[n] D) ^ 2 - purify^[n] D‖ = e at *
    -- below the threshold the factor 3 + 4 e is at most 4
    have h2 : e ^ 2 * (3 + 4 * e) ≤ e ^ 2 * 4 :=
      mul_le_mul_of_nonneg_left (by linarith) (sq_nonneg e)
    have h3 : (4 * e) ^ 2 ≤ ((4 * ‖D ^ 2 - D‖) ^ (2 ^ n)) ^ 2 :=
      pow_le_pow_left₀ (by linarith) ih 2
    linarith [mul_pow 4 e 2]
```

In the induction step, `Function.iterate_succ_apply'` exposes the last application of `purify`, and the exponent $2^{n+1}$ is split as $2^n\cdot2$. The hypothesis $q\le1$ keeps $4e_n\le1$, so $3+4e_n\le4$. Squaring the induction hypothesis then finishes the step. With an initial error of 0.1, for example, the bound after three steps is $0.4^8/4\approx1.6\times10^{-4}$.

Q: This one allows an error of exactly $1/4$. Does convergence to a projector survive there?

A: No, and a $1\times1$ matrix shows it. Take $D=1/2$. The error has size $1/4$, and $f(1/2)=3/4-1/4=1/2$, so the iteration never moves. The bound still holds, since it only says $1\le1$, but the limit $1/2$ is not idempotent. The convergence theorem therefore has a strict inequality.

```lean
/-- McWeeny purification converges: if the idempotency error is below `1/4` in norm, the
iterates tend to an idempotent that commutes with everything that commutes with the
initial density matrix. -/
theorem purification_converges {A : Type*} [NormedRing A] [CompleteSpace A] (D : A)
    (h : ‖D ^ 2 - D‖ < 1 / 4) :
    ∃ P : A, Tendsto (fun n : ℕ => purify^[n] D) atTop (𝓝 P) ∧ P ^ 2 = P ∧
      ∀ B : A, Commute D B → Commute P B := by
  obtain ⟨q, hq⟩ : ∃ q, q = 4 * ‖D ^ 2 - D‖ := ⟨_, rfl⟩
  have hq0 : 0 ≤ q := by rw [hq]; positivity
  have hq1 : q < 1 := by linarith
  -- the error decays at least geometrically
  have herr : ∀ n : ℕ, ‖(purify^[n] D) ^ 2 - purify^[n] D‖ ≤ q ^ n / 4 := by
    intro n
    have h1 := norm_error_iterate_le D h.le n
    rw [← hq] at h1
    have h2 : q ^ (2 ^ n) ≤ q ^ n :=
      pow_le_pow_of_le_one hq0 hq1.le (Nat.lt_two_pow_self).le
    linarith
  obtain ⟨c, hc⟩ : ∃ c : ℝ, c * (1 - q) = 1 / 2 :=
    ⟨1 / 2 / (1 - q), div_mul_cancel₀ _ (by linarith)⟩
  have hc0 : 0 ≤ c := by
    by_contra hneg
    nlinarith
  -- the norm of 1 - 2 D stays bounded along the iteration
  have hS : ∀ n : ℕ, ‖1 - 2 * purify^[n] D‖ ≤
      ‖1 - 2 * D‖ * Real.exp (c * (1 - q ^ n)) := by
    intro n
    induction n with
    | zero => simp
    | succ n ih =>
      rw [Function.iterate_succ_apply', one_sub_two_purify]
      have he := herr n
      generalize (purify^[n] D) ^ 2 - purify^[n] D = E at *
      generalize 1 - 2 * purify^[n] D = S at *
      have h1 : S * (1 - 2 * E) = S - (S * E + S * E) := by noncomm_ring
      have h2 : ‖S * (1 - 2 * E)‖ ≤ ‖S‖ * (1 + 2 * ‖E‖) := by
        rw [h1]
        linarith [norm_sub_le S (S * E + S * E), norm_add_le (S * E) (S * E),
          norm_mul_le S E]
      have h3 : 1 + 2 * ‖E‖ ≤ Real.exp (q ^ n / 2) := by
        linarith [Real.add_one_le_exp (q ^ n / 2)]
      have h4 : c * (1 - q ^ (n + 1)) = c * (1 - q ^ n) + q ^ n / 2 := by
        rw [pow_succ]
        linear_combination q ^ n * hc
      rw [h4, Real.exp_add, ← mul_assoc]
      exact h2.trans (mul_le_mul ih h3 (by positivity) (by positivity))
  -- successive iterates are geometrically close
  have hdist : ∀ n : ℕ, dist (purify^[n] D) (purify^[n + 1] D) ≤
      (‖1 - 2 * D‖ * Real.exp c / 4) * q ^ n := by
    intro n
    rw [dist_comm, dist_eq_norm, Function.iterate_succ_apply', purify_sub_self]
    have h1 : Real.exp (c * (1 - q ^ n)) ≤ Real.exp c :=
      Real.exp_le_exp.mpr (by nlinarith [mul_nonneg hc0 (pow_nonneg hq0 n)])
    have h2 := (hS n).trans (mul_le_mul_of_nonneg_left h1 (norm_nonneg _))
    refine (norm_mul_le _ _).trans
      ((mul_le_mul h2 (herr n) (norm_nonneg _) (by positivity)).trans (le_of_eq ?_))
    ring
  obtain ⟨P, hP⟩ := cauchySeq_tendsto_of_complete
    (cauchySeq_of_le_geometric q _ hq1 hdist)
  refine ⟨P, hP, ?_, ?_⟩
  · have h0 : Tendsto (fun n : ℕ => q ^ n / 4) atTop (𝓝 0) := by
      simpa using (tendsto_pow_atTop_nhds_zero_of_lt_one hq0 hq1).div_const 4
    exact sub_eq_zero.mp
      (tendsto_nhds_unique ((hP.pow 2).sub hP) (squeeze_zero_norm herr h0))
  · intro B hB
    have hn : ∀ n : ℕ, Commute (purify^[n] D) B := by
      intro n
      induction n with
      | zero => exact hB
      | succ n ih =>
        rw [Function.iterate_succ_apply']
        exact ((Commute.ofNat_left 3 B).mul_left (ih.pow_left 2)).sub_left
          ((Commute.ofNat_left 2 B).mul_left (ih.pow_left 3))
    exact tendsto_nhds_unique (hP.mul_const B)
      ((hP.const_mul B).congr fun n => (hn n).eq.symm)
```

Q: That is a long proof. Where are the steps you did by hand?

A: They come in the same order. `herr` is $e_n\le q^n/4$. The constant `c` is introduced through $c(1-q)=1/2$, and `hS` is the exponential bound on $\|S_n\|$, by induction: `h2` gives the factor $1+2e_n$, `h3` replaces it by an exponential, and `h4` adds the next term of the geometric series. `hdist` bounds the distance between successive iterates, and `cauchySeq_of_le_geometric` turns that into a Cauchy sequence. `CompleteSpace A` provides the limit.

The last two bullets use the uniqueness of limits. The errors tend both to $P^2-P$ and to 0. The products $D_nB=BD_n$ tend both to $PB$ and to $BP$.

Q: The conclusion says that some $P$ exists that is idempotent and commutes with whatever commutes with $D$. The zero matrix does that. Is the theorem empty?

A: It would be without the `Tendsto` clause, which says that the iterates starting from your `D` converge to this $P$. A sequence in a normed ring has at most one limit, so $P$ is determined by $D$.

Q: A density matrix must also be Hermitian, and an idempotent need not be.

A: That is a separate lemma, which takes the convergence as a hypothesis.

```lean
/-- A limit of purification iterates that start from a self-adjoint density matrix is
self-adjoint. -/
theorem limit_isSelfAdjoint {A : Type*} [NormedRing A] [StarRing A] [ContinuousStar A]
    {D P : A} (hD : IsSelfAdjoint D)
    (hP : Tendsto (fun n : ℕ => purify^[n] D) atTop (𝓝 P)) : IsSelfAdjoint P := by
  have hn : ∀ n : ℕ, star (purify^[n] D) = purify^[n] D := by
    intro n
    induction n with
    | zero => exact hD
    | succ n ih =>
      rw [Function.iterate_succ_apply']
      generalize purify^[n] D = X at *
      simp only [purify, star_sub, star_mul, star_pow, star_ofNat, ih]
      noncomm_ring
  exact tendsto_nhds_unique hP.star (hP.congr fun n => (hn n).symm)
```

Here `star` is the adjoint. The induction shows that each iterate equals its own adjoint, and continuity of the adjoint carries this to the limit. For complex matrices everything then comes together.

```lean
open scoped Matrix.Norms.L2Operator in
/-- For a Hermitian density matrix whose idempotency error is below `1/4` in operator
norm, purification converges to a Hermitian projector that commutes with every matrix
commuting with the initial one. -/
theorem hermitian_purification {n : Type*} [Fintype n] [DecidableEq n]
    (D : Matrix n n ℂ) (hD : D.IsHermitian) (h : ‖D ^ 2 - D‖ < 1 / 4) :
    ∃ P : Matrix n n ℂ, Tendsto (fun k : ℕ => purify^[k] D) atTop (𝓝 P) ∧
      P.IsHermitian ∧ P ^ 2 = P ∧ ∀ B : Matrix n n ℂ, Commute D B → Commute P B := by
  have : CompleteSpace (Matrix n n ℂ) := FiniteDimensional.complete ℂ _
  obtain ⟨P, hP, hi, hc⟩ := purification_converges D h
  have hs : IsSelfAdjoint D := hD
  exact ⟨P, hP, limit_isSelfAdjoint hs hP, hi, hc⟩

end

end McWeenyPurification
```

Q: Read that last statement to me as physics.

A: The finite type `n` labels the basis functions, and `k` now counts the purification steps. `D` is a Hermitian complex matrix, and opening `Matrix.Norms.L2Operator` selects the operator norm, the largest singular value. If $\|D^2-D\|<1/4$ in that norm, the purified matrices converge to a Hermitian projector that commutes with every matrix commuting with $D$. The proof obtains completeness from finite dimension and combines the two preceding theorems.

Q: What does $1/4$ mean for my occupations?

A: For Hermitian $D$ it means $|\lambda^2-\lambda|<1/4$ for every eigenvalue $\lambda$. So each occupation lies strictly between $(1-\sqrt2)/2\approx-0.207$ and $(1+\sqrt2)/2\approx1.207$, and none equals $1/2$. Your 0.96 and 0.03 are well inside. The condition is sufficient but not necessary: an occupation of 1.3 violates it, yet one step takes it to 0.676, which satisfies it.

Q: Do I get the right number of electrons?

A: Not necessarily. On an eigenvalue, a step multiplies $1-2\lambda$ by $1-2(\lambda^2-\lambda)$, which is positive under our condition, so occupations above $1/2$ stay above and go to 1, while those below go to 0. Occupations 0.7, 0.7 and 0.6 add up to two electrons but end as three filled spin orbitals. This eigenvalue picture is my gloss: the theorem itself neither identifies the occupied space nor fixes the trace of $P$.

Q: And is the purified matrix a Hartree-Fock solution?

A: Not in general. If $D$ commutes with a fixed Fock matrix $F$ in the same orthonormal basis, then so does $P$. But an extrapolated $D$ need not commute with $F$, and then the theorem does not say whether $P$ does. Self-consistency asks for more still, because $P$ must commute with the Fock matrix built from $P$ itself. The theorem also assumes exact arithmetic, so rounding and the discarding of small matrix elements need their own error analysis.

```lean
#print axioms McWeenyPurification.purification_converges
-- 'McWeenyPurification.purification_converges' depends on axioms: [propext, Classical.choice, Quot.sound]
#print axioms McWeenyPurification.hermitian_purification
-- 'McWeenyPurification.hermitian_purification' depends on axioms: [propext, Classical.choice, Quot.sound]
```
